# A real sum over levels with positive coupling products has exactly one transmission zero in each gap

## Two levels and the cancellation between them

Take two levels at energies $a<b$, through which an electron can pass from a left to a right contact. Let $g_1,g_2>0$ be the products of each level's couplings to the two contacts. To lowest order in the couplings, and up to a constant factor, the amplitude for transmission at energy $E$ is

$$t(E)=\frac{g_1}{E-a}+\frac{g_2}{E-b}.$$

Between the levels the first term is positive and the second negative. Just above $a$ the first dominates, just below $b$ the second does, and somewhere in between they cancel. Setting $t(E)=0$ gives $g_1(E-b)+g_2(E-a)=0$, so

$$E=\frac{g_1\,b+g_2\,a}{g_1+g_2}.$$

This is a weighted mean of $a$ and $b$, hence strictly between them. It is the midpoint for equal couplings, and it moves towards $b$ as $g_2\to0$: the zero approaches the weakly coupled level.

With more levels there is no such simple formula, but the pattern survives as long as every coupling product is positive. For $n+1$ levels there are exactly $n$ zeros, one in each gap.

```lean
import Mathlib

open Set

namespace TransmissionPhaseLapse

noncomputable section
```

## Amplitude, zeros and phase

Number the levels $e_0<e_1<\dots<e_n$ and write $g_j$ for the coupling product of level $j$. The amplitude is

$$t(E)=\sum_{j}\frac{g_j}{E-e_j}.$$

In Lean the levels and the products are functions `e` and `g` on a finite index set, with real values.

```lean
/-- The transmission amplitude at energy `E`: a sum over levels `e j`, each weighted by the
product `g j` of its left and right couplings. -/
def amplitude {n : ℕ} (e g : Fin n → ℝ) (E : ℝ) : ℝ := ∑ j, g j / (E - e j)
```

This is a model of non-interacting electrons, each contact coupling through a single channel with real coupling amplitudes. It keeps only the lowest order in the couplings, drops a constant prefactor, and gives the levels no width, so $t$ diverges at each level instead of showing a resonance of finite height.

A transmission zero is an energy where $t$ vanishes and which is not itself a level. The second condition is needed because Lean sets $x/0=0$, so a single level would otherwise produce a false zero at its own energy.

```lean
/-- The transmission zeros: energies away from all levels at which the amplitude vanishes. -/
def transmissionZeros {n : ℕ} (e g : Fin n → ℝ) : Set ℝ :=
  {E | (∀ j, E ≠ e j) ∧ amplitude e g E = 0}
```

The transmission phase is the argument of $t(E)$ as a complex number. Since $t$ is real, the phase is $0$ where $t>0$ and $\pi$ where $t<0$.

```lean
/-- The transmission phase: the argument of the amplitude as a complex number. -/
def phase {n : ℕ} (e g : Fin n → ℝ) (E : ℝ) : ℝ := Complex.arg (amplitude e g E : ℂ)
```

Two hypotheses recur below. `StrictMono e` says that the levels are listed in increasing order without degeneracy. `∀ j, 0 < g j` says that each orbital has the same sign at both contacts, when the contacts couple to it with equal sign; in a mirror-symmetric device these are the even orbitals. Below, two levels are said to have opposite parity when their coupling products have opposite signs.

## Detunings keep their sign inside a gap

Gap $k$, with $0\le k<n$, is the open interval $(e_k,e_{k+1})$. Lean writes its edges as `e k.castSucc` and `e k.succ`. Since no integer lies between $k$ and $k+1$, every level satisfies $e_j\le e_k$ or $e_j\ge e_{k+1}$.

```lean
/-- Every level lies at or below the lower edge, or at or above the upper edge, of a gap
between neighbouring levels. -/
theorem level_outside_gap {n : ℕ} {e : Fin (n + 1) → ℝ} (he : StrictMono e) (k : Fin n)
    (j : Fin (n + 1)) : e j ≤ e k.castSucc ∨ e k.succ ≤ e j := by
  rcases le_or_gt j k.castSucc with h | h
  · exact Or.inl (he.monotone h)
  · have h' : (k : ℕ) < (j : ℕ) := h
    exact Or.inr (he.monotone (Fin.le_def.2 (Nat.succ_le_of_lt h')))
```

If $x$ and $y$ both lie in gap $k$, then $x-e_j$ and $y-e_j$ are both positive in the first case and both negative in the second. Either way

$$(x-e_j)(y-e_j)>0.$$

```lean
/-- Two energies in the same gap have detunings of the same sign from every level. -/
theorem detuning_mul_pos {n : ℕ} {e : Fin (n + 1) → ℝ} (he : StrictMono e) (k : Fin n)
    {x y : ℝ} (hx : x ∈ Ioo (e k.castSucc) (e k.succ))
    (hy : y ∈ Ioo (e k.castSucc) (e k.succ)) (j : Fin (n + 1)) :
    0 < (x - e j) * (y - e j) := by
  rcases level_outside_gap he k j with h | h
  · exact mul_pos (by linarith [hx.1]) (by linarith [hy.1])
  · exact mul_pos_of_neg_of_neg (by linarith [hx.2]) (by linarith [hy.2])
```

## The amplitude falls throughout a gap

For $x<y$ in the same gap, subtract term by term:

$$\frac{g_j}{x-e_j}-\frac{g_j}{y-e_j}=\frac{g_j\,(y-x)}{(x-e_j)(y-e_j)}>0.$$

The numerator is positive by hypothesis and the denominator by the previous step. Summing over $j$ gives $t(x)>t(y)$, so a gap contains at most one zero. In the code, `hd` is the displayed identity and `hp` its positivity.

```lean
/-- For positive coupling products, the amplitude decreases strictly with energy between
neighbouring levels. -/
theorem amplitude_strictAntiOn_gap {n : ℕ} {e g : Fin (n + 1) → ℝ} (he : StrictMono e)
    (hg : ∀ j, 0 < g j) (k : Fin n) :
    StrictAntiOn (amplitude e g) (Ioo (e k.castSucc) (e k.succ)) := by
  intro x hx y hy hxy
  unfold amplitude
  -- the inequality holds term by term
  refine Finset.sum_lt_sum_of_nonempty Finset.univ_nonempty (fun j _ => ?_)
  have h := detuning_mul_pos he k hx hy j
  have h1 : x - e j ≠ 0 := left_ne_zero_of_mul h.ne'
  have h2 : y - e j ≠ 0 := right_ne_zero_of_mul h.ne'
  have hd : g j / (x - e j) - g j / (y - e j)
      = g j * (y - x) / ((x - e j) * (y - e j)) := by
    rw [div_sub_div _ _ h1 h2]
    congr 1
    ring
  have hp := div_pos (mul_pos (hg j) (sub_pos.2 hxy)) h
  linarith
```

## Removing the two poles gives a zero

Write $a=e_k$ and $b=e_{k+1}$. The amplitude diverges at both edges of the gap, so the intermediate value theorem does not apply to $t$ on $[a,b]$. Multiplying by $(E-a)(b-E)$ removes the two poles and leaves

$$F(E)=g_k(b-E)-g_{k+1}(E-a)+(E-a)(b-E)\sum_{j\ne k,k+1}\frac{g_j}{E-e_j}.$$

The remaining levels all lie outside $[a,b]$, so $F$ is continuous there. At the edges

$$F(a)=g_k(b-a)>0,\qquad F(b)=-g_{k+1}(b-a)<0,$$

and therefore $F(z)=0$ for some $z$ with $a<z<b$. At that point $(z-a)(b-z)\neq0$, so $t(z)=0$. For two levels the sum is empty, $F$ is linear, and its root is the weighted mean found above.

The code defines $F$ by this formula, with the two edge levels erased from the sum. `hS` and `hc` establish continuity, `hFa` and `hFb` give the edge values, and `intermediate_value_Ioo'` supplies $z$. The last lines put the two erased terms back and use `linear_combination` to show that $t(z)(z-a)(z-b)=0$, from which the nonzero factors are cancelled.

```lean
/-- For positive coupling products, the amplitude vanishes somewhere strictly between any two
neighbouring levels. -/
theorem exists_zero_in_gap {n : ℕ} {e g : Fin (n + 1) → ℝ} (he : StrictMono e)
    (hg : ∀ j, 0 < g j) (k : Fin n) :
    ∃ z ∈ Ioo (e k.castSucc) (e k.succ), amplitude e g z = 0 := by
  have hlt : k.castSucc < k.succ := Fin.lt_def.2 (Nat.lt_succ_self _)
  have hab := he hlt
  have hmem : k.succ ∈ Finset.univ.erase k.castSucc :=
    Finset.mem_erase.2 ⟨hlt.ne', Finset.mem_univ _⟩
  -- the amplitude with the two poles at the edges of the gap removed
  obtain ⟨F, hF⟩ : ∃ F : ℝ → ℝ, F = fun E => g k.castSucc * (e k.succ - E)
      - g k.succ * (E - e k.castSucc) + (E - e k.castSucc) * (e k.succ - E)
        * ∑ j ∈ (Finset.univ.erase k.castSucc).erase k.succ, g j / (E - e j) := ⟨_, rfl⟩
  have hS : ContinuousOn (fun E : ℝ =>
      ∑ j ∈ (Finset.univ.erase k.castSucc).erase k.succ, g j / (E - e j))
      (Icc (e k.castSucc) (e k.succ)) := by
    refine continuousOn_finsetSum _ (fun j hj => ?_)
    refine ContinuousOn.div (by fun_prop) (by fun_prop) (fun E hE => ?_)
    have hj1 : j ≠ k.succ := (Finset.mem_erase.1 hj).1
    have hj2 : j ≠ k.castSucc := (Finset.mem_erase.1 (Finset.mem_erase.1 hj).2).1
    rcases level_outside_gap he k j with h | h
    · have h' := lt_of_le_of_ne h (he.injective.ne hj2)
      exact ne_of_gt (by linarith [hE.1])
    · have h' := lt_of_le_of_ne h (he.injective.ne hj1.symm)
      exact ne_of_lt (by linarith [hE.2])
  have hc : ContinuousOn F (Icc (e k.castSucc) (e k.succ)) := by
    rw [hF]
    exact ContinuousOn.add (by fun_prop) (ContinuousOn.mul (by fun_prop) hS)
  have hFa : F (e k.castSucc) = g k.castSucc * (e k.succ - e k.castSucc) := by
    simp only [hF]
    ring
  have hFb : F (e k.succ) = -(g k.succ * (e k.succ - e k.castSucc)) := by
    simp only [hF]
    ring
  have pa := mul_pos (hg k.castSucc) (sub_pos.2 hab)
  have pb := mul_pos (hg k.succ) (sub_pos.2 hab)
  -- opposite signs at the two edges force a zero in between
  obtain ⟨z, hz, hFz⟩ := intermediate_value_Ioo' hab.le hc
    (show (0 : ℝ) ∈ Ioo (F (e k.succ)) (F (e k.castSucc)) from
      ⟨by rw [hFb]; linarith, by rw [hFa]; exact pa⟩)
  refine ⟨z, hz, ?_⟩
  simp only [hF] at hFz
  have h1 : z - e k.castSucc ≠ 0 := ne_of_gt (by linarith [hz.1])
  have h2 : z - e k.succ ≠ 0 := ne_of_lt (by linarith [hz.2])
  have hu := div_mul_cancel₀ (g k.castSucc) h1
  have hv := div_mul_cancel₀ (g k.succ) h2
  have s1 := Finset.add_sum_erase Finset.univ (fun j => g j / (z - e j))
    (Finset.mem_univ k.castSucc)
  have s2 := Finset.add_sum_erase (Finset.univ.erase k.castSucc)
    (fun j => g j / (z - e j)) hmem
  unfold amplitude
  rw [← s1, ← s2]
  refine (mul_eq_zero.1 ?_).resolve_right (mul_ne_zero h1 h2)
  linear_combination (z - e k.succ) * hu + (z - e k.castSucc) * hv - hFz
```

## No zeros beyond the outermost levels

For $E<e_0$ every denominator $E-e_j$ is negative, so every term is negative and $t(E)<0$. For $E>e_n$ every term is positive and $t(E)>0$.

```lean
/-- For positive coupling products, the amplitude is negative below the lowest level and positive
above the highest one. -/
theorem amplitude_outside {n : ℕ} {e g : Fin (n + 1) → ℝ} (he : StrictMono e)
    (hg : ∀ j, 0 < g j) (E : ℝ) :
    (E < e 0 → amplitude e g E < 0) ∧ (e (Fin.last n) < E → 0 < amplitude e g E) := by
  constructor
  · intro h
    have hs : 0 < ∑ j, -(g j / (E - e j)) := by
      refine Finset.sum_pos (fun j _ => ?_) Finset.univ_nonempty
      have hj := he.monotone (Fin.zero_le j)
      exact neg_pos.2 (div_neg_of_pos_of_neg (hg j) (by linarith))
    simp only [Finset.sum_neg_distrib] at hs
    unfold amplitude
    linarith
  · intro h
    refine Finset.sum_pos (fun j _ => ?_) Finset.univ_nonempty
    have hj := he.monotone (Fin.le_last j)
    exact div_pos (hg j) (by linarith)
```

## Zeros and levels alternate

The steps now combine. Choose a zero $z_k$ in each gap. The zeros are in increasing order, because for $i<j$

$$z_i<e_{i+1}\le e_j<z_j.$$

There are no others. Suppose $t(E)=0$ at an energy $E$ that is not a level and lies in no gap. Then $E>e_0$, since $t<0$ below $e_0$. If $E>e_i$, then $E>e_{i+1}$ as well, because $E$ is neither in gap $i$ nor equal to $e_{i+1}$. By induction $E>e_n$, where $t>0$, a contradiction. So $E$ lies in some gap $k$, and strict decrease forces $E=z_k$. The same monotonicity gives the signs: $t>0$ between $e_k$ and $z_k$, and $t<0$ between $z_k$ and $e_{k+1}$.

The theorem states all of this at once. There is a strictly increasing `z : Fin n → ℝ` whose range is the whole set of transmission zeros, with the position and the two signs given for every `k`. In the proof `choose` picks the zeros, and the induction over levels is the step `hall`. Conversely, each $z_k$ differs from every level because $(z_k-e_j)^2>0$, which is `detuning_mul_pos` with both energies equal to $z_k$.

```lean
/-- For `n + 1` levels with positive coupling products, the transmission zeros form an increasing
list of `n` energies, one strictly inside each gap between neighbouring levels; in each gap the
amplitude is positive below the zero and negative above it. -/
theorem transmission_zeros_interlace {n : ℕ} {e g : Fin (n + 1) → ℝ} (he : StrictMono e)
    (hg : ∀ j, 0 < g j) :
    ∃ z : Fin n → ℝ, StrictMono z ∧ transmissionZeros e g = range z ∧
      ∀ k, z k ∈ Ioo (e k.castSucc) (e k.succ) ∧
        (∀ E ∈ Ioo (e k.castSucc) (z k), 0 < amplitude e g E) ∧
        (∀ E ∈ Ioo (z k) (e k.succ), amplitude e g E < 0) := by
  choose z hz hz0 using exists_zero_in_gap he hg
  refine ⟨z, fun i j hij => ?_, ?_, fun k => ⟨hz k, fun E hE => ?_, fun E hE => ?_⟩⟩
  · have hle : i.succ ≤ j.castSucc := Fin.le_def.2 (Nat.succ_le_of_lt hij)
    linarith [(hz i).2, he.monotone hle, (hz j).1]
  · ext E
    constructor
    · rintro ⟨hne, h0⟩
      have hgap : ∃ k : Fin n, E ∈ Ioo (e k.castSucc) (e k.succ) := by
        by_contra hno
        -- without a gap containing `E`, all levels would lie below `E`
        have hall : ∀ j, e j < E := by
          intro j
          induction j using Fin.induction with
          | zero =>
            refine lt_of_le_of_ne (not_lt.1 fun h => ?_) (hne 0).symm
            exact ((amplitude_outside he hg E).1 h).ne h0
          | succ i ih =>
            exact lt_of_le_of_ne (not_lt.1 fun h => hno ⟨i, ih, h⟩) (hne i.succ).symm
        exact ((amplitude_outside he hg E).2 (hall _)).ne' h0
      obtain ⟨k, hk⟩ := hgap
      exact ⟨k, (amplitude_strictAntiOn_gap he hg k).injOn (hz k) hk
        ((hz0 k).trans h0.symm)⟩
    · rintro ⟨k, rfl⟩
      refine ⟨fun j h => ?_, hz0 k⟩
      have hp := detuning_mul_pos he k (hz k) (hz k) j
      simp [h] at hp
  · have h := amplitude_strictAntiOn_gap he hg k ⟨hE.1, hE.2.trans (hz k).2⟩ (hz k) hE.2
    rwa [hz0 k] at h
  · have h := amplitude_strictAntiOn_gap he hg k (hz k) ⟨(hz k).1.trans hE.1, hE.2⟩ hE.1
    rwa [hz0 k] at h
```

Since distinct gaps give distinct zeros, their number is $n$. The cardinality `encard` may also take the value infinity, so the equation includes the finiteness of the set. A single level, $n=0$, has no transmission zero.

```lean
/-- For distinct levels with positive coupling products, the number of transmission zeros is one
less than the number of levels. -/
theorem transmission_zeros_count {n : ℕ} {e g : Fin (n + 1) → ℝ} (he : StrictMono e)
    (hg : ∀ j, 0 < g j) : (transmissionZeros e g).encard = n := by
  obtain ⟨z, hmono, hz, -⟩ := transmission_zeros_interlace he hg
  rw [hz, ← image_univ, hmono.injective.encard_image, encard_univ]
  simp
```

## The phase lapse

The signs translate directly into phases. In each gap the phase is $0$ from the lower level up to the zero and $\pi$ from the zero up to the next level. A phase is defined only up to multiples of $2\pi$, so this step of $\pi$ can equally be read as a drop by $\pi$, which is the lapse. The theorem describes the open intervals on either side of the zero.

```lean
/-- For positive coupling products, between any two neighbouring levels there is a zero of the
amplitude at which the transmission phase jumps from `0` to `π`. -/
theorem phase_lapse {n : ℕ} {e g : Fin (n + 1) → ℝ} (he : StrictMono e)
    (hg : ∀ j, 0 < g j) (k : Fin n) :
    ∃ z ∈ Ioo (e k.castSucc) (e k.succ), amplitude e g z = 0 ∧
      (∀ E ∈ Ioo (e k.castSucc) z, phase e g E = 0) ∧
      (∀ E ∈ Ioo z (e k.succ), phase e g E = Real.pi) := by
  obtain ⟨z, -, hz, h⟩ := transmission_zeros_interlace he hg
  have hmem : z k ∈ transmissionZeros e g := by
    rw [hz]
    exact mem_range_self k
  exact ⟨z k, (h k).1, hmem.2,
    fun E hE => Complex.arg_ofReal_of_nonneg ((h k).2.1 E hE).le,
    fun E hE => Complex.arg_ofReal_of_neg ((h k).2.2 E hE)⟩
```

For non-interacting transport through a quantum dot or molecule, in this zero-width model, positive coupling products of all levels thus force the transmission to vanish exactly once between each pair of neighbouring levels.

## Opposite parity leaves no zero between two levels

Return to two levels, now with $g_1>0$ and $g_2<0$. For $a<E<b$ the first term has positive numerator and denominator, and the second has both negative:

$$\frac{g_1}{E-a}>0,\qquad \frac{g_2}{E-b}>0.$$

The contributions add instead of cancelling, so $t$ stays positive across the gap and the phase does not lapse there. Lean writes the pair of levels as `![a, b]` and the pair of products as `![g₁, g₂]`. The statement concerns two levels only, and only the energies between them: if $g_1+g_2\neq0$, the amplitude still vanishes at one energy outside the gap.

```lean
/-- For two levels whose coupling products are positive for the lower and negative for the upper
one, the amplitude is positive everywhere between the levels. -/
theorem opposite_parity_no_zero {a b g₁ g₂ E : ℝ} (h₁ : 0 < g₁) (h₂ : g₂ < 0)
    (hE : E ∈ Ioo a b) : 0 < amplitude ![a, b] ![g₁, g₂] E := by
  have h : amplitude ![a, b] ![g₁, g₂] E = g₁ / (E - a) + g₂ / (E - b) := by
    simp [amplitude, Fin.sum_univ_two]
  rw [h]
  exact add_pos (div_pos h₁ (sub_pos.2 hE.1)) (div_pos_of_neg_of_neg h₂ (sub_neg.2 hE.2))

end

end TransmissionPhaseLapse
```

```lean
#print axioms TransmissionPhaseLapse.transmission_zeros_interlace
-- 'TransmissionPhaseLapse.transmission_zeros_interlace' depends on axioms: [propext, Classical.choice, Quot.sound]
#print axioms TransmissionPhaseLapse.transmission_zeros_count
-- 'TransmissionPhaseLapse.transmission_zeros_count' depends on axioms: [propext, Classical.choice, Quot.sound]
#print axioms TransmissionPhaseLapse.phase_lapse
-- 'TransmissionPhaseLapse.phase_lapse' depends on axioms: [propext, Classical.choice, Quot.sound]
#print axioms TransmissionPhaseLapse.opposite_parity_no_zero
-- 'TransmissionPhaseLapse.opposite_parity_no_zero' depends on axioms: [propext, Classical.choice, Quot.sound]
```
